# At an energy eigenvector, another Hermitian matrix has a stationary expectation value exactly when it shares that eigenvector

A non-relativistic calculation gives an approximate wave function, and relativistic corrections such as the mass–velocity and Darwin terms can then be estimated as expectation values in it. The energy from the same wave function may already look converged. How much does that say about the corrections?

Let ψ be the exact state and ψ + tφ the approximate one, with φ the shape of the error and t its size. The energy error is at most of order t². For another observable A, an error of order t occurs for some φ unless ψ happens to be an eigenvector of A. Here this is shown for Hermitian matrices in a finite orthonormal basis.

## States, expectation values and stationarity

The basis functions are labelled by a finite type `n`, a state is a vector `ψ : n → ℂ`, and an observable is a Hermitian matrix. The inner product is

⟨φ,χ⟩ = Σᵢ φᵢ* χᵢ,

written `star φ ⬝ᵥ χ` in Lean, and `A *ᵥ ψ` is Aψ. A non-orthogonal basis has to be orthonormalised first.

```lean
import Mathlib

open Matrix

namespace FirstOrderExpectationErrors

noncomputable section

variable {n : Type*} [Fintype n]
```

Since ψ + tφ is in general not normalised, the expectation value carries its own denominator:

⟨A⟩ = Re⟨ψ,Aψ⟩ / Re⟨ψ,ψ⟩.

For Hermitian A both inner products are real already; taking real parts makes the value a real number by type.

```lean
/-- The normalised expectation value `Re⟨ψ, Aψ⟩ / ⟨ψ, ψ⟩` of a matrix `A` in a state `ψ ≠ 0`. -/
def expectation (A : Matrix n n ℂ) (ψ : n → ℂ) : ℝ :=
  (star ψ ⬝ᵥ A *ᵥ ψ).re / (star ψ ⬝ᵥ ψ).re
```

The residual measures how far ψ is from being an eigenvector of A:

r = Aψ − ⟨A⟩ψ.

```lean
/-- The residual `Aψ - ⟨A⟩ψ` of a state `ψ ≠ 0`. -/
def residual (A : Matrix n n ℂ) (ψ : n → ℂ) : n → ℂ :=
  A *ᵥ ψ - (expectation A ψ : ℂ) • ψ
```

Stationarity means that no direction of error changes the expectation value at first order:

d/dt ⟨A⟩(ψ + tφ) = 0 at t = 0, for every φ.

In `HasDerivAt … 0 0` the first zero is the derivative and the second is the point. The parameter t is real, but φ is any complex vector, so admixtures with an imaginary coefficient are included.

```lean
/-- The expectation value of `A` is stationary at `ψ ≠ 0`: along every line `ψ + tφ`
its derivative at `t = 0` vanishes. -/
def IsStationary (A : Matrix n n ℂ) (ψ : n → ℂ) : Prop :=
  ∀ φ : n → ℂ, HasDerivAt (fun t : ℝ => expectation A (ψ + (t : ℂ) • φ)) 0 0
```

## The expectation value along a line

Hermiticity, Aᵢⱼ* = Aⱼᵢ, lets A change sides:

⟨φ,Aψ⟩* = Σᵢⱼ φᵢ Aᵢⱼ* ψⱼ* = Σᵢⱼ ψⱼ* Aⱼᵢ φᵢ = ⟨ψ,Aφ⟩.

```lean
/-- For a Hermitian matrix, `⟨ψ, Aφ⟩` is the complex conjugate of `⟨φ, Aψ⟩`. -/
theorem hermitian_swap {A : Matrix n n ℂ} (hA : A.IsHermitian) (ψ φ : n → ℂ) :
    star ψ ⬝ᵥ A *ᵥ φ = star (star φ ⬝ᵥ A *ᵥ ψ) := by
  rw [Matrix.star_dotProduct, Matrix.star_mulVec, hA.eq, ← Matrix.dotProduct_mulVec]
```

The squared norm is a sum of squared moduli,

⟨χ,χ⟩ = Σᵢ |χᵢ|²,

so it is positive as soon as one component is nonzero. The proof first rewrites the norm as this sum and then picks out such a component.

```lean
/-- A nonzero state has positive squared norm. -/
theorem norm_pos_of_ne_zero {χ : n → ℂ} (h : χ ≠ 0) : 0 < (star χ ⬝ᵥ χ).re := by
  have hs : (star χ ⬝ᵥ χ).re = ∑ i, Complex.normSq (χ i) := by
    simp only [dotProduct, Complex.re_sum]
    refine Finset.sum_congr rfl fun i _ => ?_
    show (star (χ i) * χ i).re = _
    rw [Complex.star_def, Complex.mul_re, Complex.conj_re, Complex.conj_im,
      Complex.normSq_apply]
    ring
  rw [hs]
  obtain ⟨i, hi⟩ := Function.ne_iff.mp h
  exact Finset.sum_pos' (fun j _ => Complex.normSq_nonneg _)
    ⟨i, Finset.mem_univ i, Complex.normSq_pos.2 hi⟩
```

Now expand the numerator for the state ψ + tφ:

⟨ψ+tφ, A(ψ+tφ)⟩ = ⟨ψ,Aψ⟩ + t(⟨ψ,Aφ⟩ + ⟨φ,Aψ⟩) + t²⟨φ,Aφ⟩.

The two cross terms are complex conjugates of each other, so their real parts agree and add up to 2t Re⟨φ,Aψ⟩. In the proof, `simp only` does the expansion and `linear_combination t * h` merges the cross terms.

```lean
/-- Along `ψ + tφ` the unnormalised expectation value of a Hermitian matrix is a quadratic
polynomial in the real parameter `t`. -/
theorem quadratic_expansion {A : Matrix n n ℂ} (hA : A.IsHermitian) (ψ φ : n → ℂ) (t : ℝ) :
    (star (ψ + (t : ℂ) • φ) ⬝ᵥ A *ᵥ (ψ + (t : ℂ) • φ)).re =
      (star ψ ⬝ᵥ A *ᵥ ψ).re + 2 * t * (star φ ⬝ᵥ A *ᵥ ψ).re
        + t ^ 2 * (star φ ⬝ᵥ A *ᵥ φ).re := by
  have h : (star ψ ⬝ᵥ A *ᵥ φ).re = (star φ ⬝ᵥ A *ᵥ ψ).re := by
    rw [hermitian_swap hA ψ φ, Complex.star_def, Complex.conj_re]
  simp only [star_add, star_smul, Matrix.mulVec_add, Matrix.mulVec_smul, add_dotProduct,
    dotProduct_add, smul_dotProduct, dotProduct_smul, smul_eq_mul, Complex.star_def,
    Complex.conj_ofReal, Complex.add_re, Complex.re_ofReal_mul]
  linear_combination t * h
```

## The slope is set by the residual

Let ψ be a unit vector. With A replaced by the identity, the same expansion gives the denominator, so that the expectation value along the line is N(t)/D(t) with

N(t) = ⟨A⟩ + 2t Re⟨φ,Aψ⟩ + t² Re⟨φ,Aφ⟩,

D(t) = 1 + 2t Re⟨φ,ψ⟩ + t² ⟨φ,φ⟩.

Since D(0) = 1, the quotient rule at t = 0 gives

N′(0) − N(0) D′(0) = 2 Re⟨φ,Aψ⟩ − 2⟨A⟩ Re⟨φ,ψ⟩ = 2 Re⟨φ,r⟩.

In the Lean proof, `p` differentiates a general quadratic polynomial, `hf` writes the expectation value as the quotient, and `fun_div` is the quotient rule.

```lean
/-- For Hermitian `A` and a unit vector `ψ`, the first-order change of the expectation value
along `ψ + tφ` is `2 Re⟨φ, Aψ - ⟨A⟩ψ⟩`. -/
theorem hasDerivAt_expectation {A : Matrix n n ℂ} (hA : A.IsHermitian) {ψ : n → ℂ}
    (hψ : star ψ ⬝ᵥ ψ = 1) (φ : n → ℂ) :
    HasDerivAt (fun t : ℝ => expectation A (ψ + (t : ℂ) • φ))
      (2 * (star φ ⬝ᵥ residual A ψ).re) 0 := by
  classical
  have p : ∀ x y z : ℝ, HasDerivAt (fun t : ℝ => x + 2 * t * y + t ^ 2 * z) (2 * y) 0 := by
    intro x y z
    have hfun : (fun t : ℝ => x + 2 * t * y + t ^ 2 * z)
        = fun t => x + (2 * y * t + t ^ 2 * z) := by
      funext t
      ring
    have h1 := (((hasDerivAt_id' (0 : ℝ)).const_mul (2 * y)).fun_add
      (((hasDerivAt_id' (0 : ℝ)).fun_pow 2).mul_const z)).const_add x
    rw [hfun]
    exact h1.congr_deriv (by norm_num)
  -- the expectation value is a quotient of two quadratic polynomials
  have hf : (fun t : ℝ => expectation A (ψ + (t : ℂ) • φ)) = fun t : ℝ =>
      ((star ψ ⬝ᵥ A *ᵥ ψ).re + 2 * t * (star φ ⬝ᵥ A *ᵥ ψ).re
        + t ^ 2 * (star φ ⬝ᵥ A *ᵥ φ).re) /
      (1 + 2 * t * (star φ ⬝ᵥ ψ).re + t ^ 2 * (star φ ⬝ᵥ φ).re) := by
    funext t
    have hN := quadratic_expansion (Matrix.isHermitian_one (n := n) (α := ℂ)) ψ φ t
    simp only [Matrix.one_mulVec] at hN
    unfold expectation
    rw [quadratic_expansion hA, hN, hψ, Complex.one_re]
  rw [hf]
  refine ((p _ _ _).fun_div (p _ _ _) (by norm_num)).congr_deriv ?_
  unfold residual expectation
  rw [hψ, Complex.one_re, div_one, dotProduct_sub, dotProduct_smul, smul_eq_mul,
    Complex.sub_re, Complex.re_ofReal_mul]
  ring
```

A particular error φ therefore does first-order damage exactly when Re⟨φ,r⟩ ≠ 0. The choice φ = r gives the slope

2 Re⟨r,r⟩ = 2⟨r,r⟩.

If r were zero, then Aψ = ⟨A⟩ψ and ψ would be an eigenvector of A. If it is not one, the slope is positive, and r is an explicit direction with a first-order error.

```lean
/-- If a unit vector `ψ` is not an eigenvector of the Hermitian matrix `A`, then admixing the
residual `r = Aψ - ⟨A⟩ψ` changes the expectation value at first order, with positive
slope `2⟨r, r⟩`. -/
theorem first_order_error {A : Matrix n n ℂ} (hA : A.IsHermitian) {ψ : n → ℂ}
    (hψ : star ψ ⬝ᵥ ψ = 1) (hne : ¬ ∃ a : ℂ, A *ᵥ ψ = a • ψ) :
    HasDerivAt (fun t : ℝ => expectation A (ψ + (t : ℂ) • residual A ψ))
      (2 * (star (residual A ψ) ⬝ᵥ residual A ψ).re) 0 ∧
    0 < 2 * (star (residual A ψ) ⬝ᵥ residual A ψ).re := by
  refine ⟨hasDerivAt_expectation hA hψ _, mul_pos two_pos (norm_pos_of_ne_zero ?_)⟩
  exact fun h => hne ⟨_, sub_eq_zero.1 h⟩
```

## Stationary means eigenvector

One half of the equivalence is now immediate. If A is stationary at ψ but ψ is not an eigenvector, the derivative along r is both zero and positive, which the uniqueness of derivatives rules out.

For the other half, let Aψ = cψ with c complex. Then

⟨ψ,Aψ⟩ = c⟨ψ,ψ⟩ = c,

and exchanging the two sides of the inner product gives c = c*. So c is real and equals ⟨A⟩, the residual vanishes, and the slope 2 Re⟨φ,r⟩ is zero for every φ. These steps are `hz`, `hr` and `hres` in the proof.

```lean
/-- The expectation value of a Hermitian matrix is stationary at a unit vector exactly when
that vector is an eigenvector of the matrix. -/
theorem isStationary_iff {A : Matrix n n ℂ} (hA : A.IsHermitian) {ψ : n → ℂ}
    (hψ : star ψ ⬝ᵥ ψ = 1) : IsStationary A ψ ↔ ∃ a : ℂ, A *ᵥ ψ = a • ψ := by
  constructor
  · intro h
    by_contra hne
    obtain ⟨hd, hpos⟩ := first_order_error hA hψ hne
    exact hpos.ne ((h _).unique hd)
  · rintro ⟨c, h⟩ φ
    have hz : star ψ ⬝ᵥ A *ᵥ ψ = c := by
      rw [h, dotProduct_smul, hψ, smul_eq_mul, mul_one]
    -- the eigenvalue is real, so it equals the expectation value
    have hr : star c = c := by
      have h2 := hermitian_swap hA ψ ψ
      rw [hz] at h2
      exact h2.symm
    have hres : residual A ψ = 0 := by
      unfold residual expectation
      rw [hz, hψ, Complex.one_re, div_one, Complex.conj_eq_iff_re.1 hr, h, sub_self]
    have hd := hasDerivAt_expectation hA hψ φ
    rw [hres, dotProduct_zero, Complex.zero_re, mul_zero] at hd
    exact hd
```

The definition of stationarity could also have been modelled with intermediate normalisation, admitting only errors φ with ⟨ψ,φ⟩ = 0. The denominator would then be 1 + t²⟨φ,φ⟩, without a linear term. The criterion would stay the same, because the decisive direction r is itself orthogonal to ψ:

⟨ψ,r⟩ = ⟨A⟩ − ⟨A⟩⟨ψ,ψ⟩ = 0.

The proof would need this orthogonality as an additional lemma, and the definition would say less directly that every admixture is allowed.

## The energy beside another observable

Let H be the Hamiltonian and Hψ = Eψ with ⟨ψ,ψ⟩ = 1. The equivalence is used twice. For H, the eigenvector condition holds by assumption, so the energy is stationary. For A, it remains as a condition on ψ.

In words, the theorem says: if `H` and `A` are Hermitian matrices and `ψ` is a unit eigenvector of `H` with real eigenvalue `E`, then the expectation value of `H` is stationary at `ψ`, and that of `A` is stationary at `ψ` if and only if `A *ᵥ ψ = a • ψ` for some complex `a`. The state may be a ground or an excited state, and the level may be degenerate.

```lean
/-- At a unit eigenvector `ψ` of a Hermitian Hamiltonian `H` the energy is stationary, whereas
the expectation value of another Hermitian matrix `A` is stationary if and only if `ψ` is also
an eigenvector of `A`. -/
theorem energy_stationary_and_property_iff {H A : Matrix n n ℂ} (hH : H.IsHermitian)
    (hA : A.IsHermitian) {ψ : n → ℂ} (hψ : star ψ ⬝ᵥ ψ = 1) {E : ℝ}
    (hE : H *ᵥ ψ = (E : ℂ) • ψ) :
    IsStationary H ψ ∧ (IsStationary A ψ ↔ ∃ a : ℂ, A *ᵥ ψ = a • ψ) :=
  ⟨(isStationary_iff hH hψ).2 ⟨E, hE⟩, isStationary_iff hA hψ⟩
```

For relativistic corrections, `A` stands for the matrix of the mass–velocity or Darwin operator in the chosen basis. The theorem doesn't construct these matrices. An eigenvector of the non-relativistic Hamiltonian has no general reason to be an eigenvector of them as well, and whether it is one has to be settled for each system. The limit of a complete basis, where the singular character of these operators appears, lies beyond this finite-dimensional model.

## The exact energy error

The energy error can be written down without any expansion in t. Take a trial state ψ + φ ≠ 0. Because (H − E)ψ = 0, and because H may also act to the left on ψ, only one term survives:

⟨ψ+φ, (H−E)(ψ+φ)⟩ = ⟨φ, (H−E)φ⟩.

Dividing by the squared norm gives

⟨H⟩(ψ+φ) − E = ⟨φ, (H−E)φ⟩ / ⟨ψ+φ, ψ+φ⟩.

With tφ in place of φ, the numerator is proportional to t². This formula doesn't need ψ to be normalised. In the proof, `h0` is the action to the left and `key` is the identity for the numerator; the condition ψ + φ ≠ 0 allows the division.

```lean
/-- If `Hψ = Eψ` with `H` Hermitian and `ψ + φ ≠ 0`, the energy error of the trial state `ψ + φ`
is exactly `Re⟨φ, (H - E)φ⟩` divided by the squared norm of `ψ + φ`. -/
theorem energy_error {H : Matrix n n ℂ} (hH : H.IsHermitian) {ψ φ : n → ℂ} {E : ℝ}
    (hE : H *ᵥ ψ = (E : ℂ) • ψ) (hne : ψ + φ ≠ 0) :
    expectation H (ψ + φ) - E =
      (star φ ⬝ᵥ (H *ᵥ φ - (E : ℂ) • φ)).re / (star (ψ + φ) ⬝ᵥ (ψ + φ)).re := by
  -- let `H` act to the left on `ψ`
  have h0 : star ψ ⬝ᵥ H *ᵥ φ = (E : ℂ) * (star ψ ⬝ᵥ φ) := by
    rw [Matrix.dotProduct_mulVec, ← hH.eq, ← Matrix.star_mulVec, hE, star_smul,
      smul_dotProduct, smul_eq_mul, Complex.star_def, Complex.conj_ofReal]
  have key : (star (ψ + φ) ⬝ᵥ H *ᵥ (ψ + φ)).re =
      (star φ ⬝ᵥ (H *ᵥ φ - (E : ℂ) • φ)).re + E * (star (ψ + φ) ⬝ᵥ (ψ + φ)).re := by
    simp only [star_add, Matrix.mulVec_add, hE, add_dotProduct, dotProduct_add,
      dotProduct_sub, dotProduct_smul, smul_eq_mul, h0, Complex.add_re, Complex.sub_re,
      Complex.re_ofReal_mul]
    ring
  unfold expectation
  rw [key, add_div, mul_div_cancel_right₀ _ (norm_pos_of_ne_zero hne).ne',
    add_sub_cancel_right]
```

## Two levels, two orders of error

A two-level system shows both orders side by side. Number the levels 0 and 1, let H have the energies 0 and 1, and let A exchange the levels:

H = diag(0, 1), A e₀ = e₁, A e₁ = e₀.

Take ψ = e₀ and φ = e₁. The trial vector (1, t) has squared norm 1 + t², so the normalised state is (1, t)/√(1+t²), and

⟨H⟩ = t²/(1+t²),

⟨A⟩ = 2t/(1+t²).

Both exact values are 0. For t = 0.1 the energy is wrong by about 0.0099 and the other expectation value by about 0.198. The residual is r = e₁, so the predicted slope 2⟨r,r⟩ = 2 agrees with the second formula.

The theorem also checks that this example meets every hypothesis of `energy_stationary_and_property_iff` and that ψ is not an eigenvector of A: component 1 of Aψ = aψ would read 1 = 0. The remaining parts are finite computations over the two indices.

```lean
/-- A two-level system with `H = diag(0, 1)`, `A` the exchange of the two levels and `ψ` the
first level: `ψ` is a unit eigenvector of `H` but not of `A`. Admixing `t` times the second level
gives the energy `t²/(1+t²)` and the expectation value `2t/(1+t²)` of `A`. -/
theorem two_level_witness :
    (!![0, 0; 0, 1] : Matrix (Fin 2) (Fin 2) ℂ).IsHermitian ∧
    (!![0, 1; 1, 0] : Matrix (Fin 2) (Fin 2) ℂ).IsHermitian ∧
    star (![1, 0] : Fin 2 → ℂ) ⬝ᵥ ![1, 0] = 1 ∧
    (!![0, 0; 0, 1] : Matrix (Fin 2) (Fin 2) ℂ) *ᵥ ![1, 0] = ((0 : ℝ) : ℂ) • ![1, 0] ∧
    (¬ ∃ a : ℂ, (!![0, 1; 1, 0] : Matrix (Fin 2) (Fin 2) ℂ) *ᵥ ![1, 0] = a • ![1, 0]) ∧
    ∀ t : ℝ,
      expectation !![0, 0; 0, 1] (![1, 0] + (t : ℂ) • ![0, 1]) = t ^ 2 / (1 + t ^ 2) ∧
      expectation !![0, 1; 1, 0] (![1, 0] + (t : ℂ) • ![0, 1]) = 2 * t / (1 + t ^ 2) := by
  refine ⟨Matrix.IsHermitian.ext fun i j => ?_, Matrix.IsHermitian.ext fun i j => ?_,
    ?_, ?_, ?_, fun t => ⟨?_, ?_⟩⟩
  · fin_cases i <;> fin_cases j <;> simp
  · fin_cases i <;> fin_cases j <;> simp
  · simp [dotProduct, Fin.sum_univ_two]
  · ext i
    fin_cases i <;> simp [Matrix.mulVec, dotProduct, Fin.sum_univ_two]
  · rintro ⟨a, h⟩
    have h1 := congrFun h 1
    simp [Matrix.mulVec, dotProduct, Fin.sum_univ_two] at h1
  · simp [expectation, Matrix.mulVec, dotProduct, Fin.sum_univ_two]
    ring
  · simp [expectation, Matrix.mulVec, dotProduct, Fin.sum_univ_two]
    ring

end

end FirstOrderExpectationErrors
```

```lean
#print axioms FirstOrderExpectationErrors.energy_stationary_and_property_iff
#print axioms FirstOrderExpectationErrors.energy_error
```

```
'FirstOrderExpectationErrors.energy_stationary_and_property_iff' depends on axioms: [propext, Classical.choice, Quot.sound]
'FirstOrderExpectationErrors.energy_error' depends on axioms: [propext, Classical.choice, Quot.sound]
```

In this finite-dimensional model, an error in the state that changes the energy only at order t² can change another expectation value at order t. A converged energy therefore doesn't by itself show that a relativistic correction, evaluated as an expectation value in the same wave function, has reached the same accuracy. It is worth checking the convergence of the correction separately.
